# One joint canonical purification step transfers electrons between uncoupled fragments with unequal shifts

Q: I have two molecules too far apart to interact, and I purify their density matrix as one system. Canonical purification conserves the electron number, so I expected each molecule to keep its own electrons. Instead, a molecule with three orbitals at occupation 1/3 and one with two orbitals at occupation 1/2, so one electron each, end up with 0.92 and 1.08 electrons after a single step. I have been searching my code for a coupling between the blocks. Is there one?

A: No. The step conserves the total only. It contains one number computed from the whole matrix, and that number is enough to move charge. If both fragments have positive idempotency defect, the amount has a closed form.

Q: Define the terms, then derive it.

A: Let $P$ be the density matrix in an orthonormal basis, with occupations per spin orbital, so that $\mathrm{Tr}\,P$ is the electron number. Its defect is $w=\mathrm{Tr}(P-P^2)$, which vanishes when $P$ is idempotent. Its canonical shift is $c_P=\mathrm{Tr}(P^2-P^3)/w$. A step at any shift $c$ is

$$S_c(P)=P+\frac{(P-P^2)(P-cI)}{M},\qquad M=\max(c,1-c).$$

The canonical step takes $c=c_P$. Since $c$ and $1-c$ add up to 1, the larger is at least $1/2$, so $M>0$. Now expand the product and take the trace:

$$(P-P^2)(P-cI)=(P^2-P^3)-c\,(P-P^2),$$

$$\mathrm{Tr}\,S_c(P)=\mathrm{Tr}\,P+\frac{w\,c_P-c\,w}{M}=\mathrm{Tr}\,P+\frac{w\,(c_P-c)}{M}.$$

At $c=c_P$ the electron number is conserved. At any other shift it changes.

Q: And in the joint step, each fragment is given the joint shift instead of its own?

A: Yes. For $P=\mathrm{diag}(A,B)$ every power of $P$ is block diagonal, so $S_c(P)=\mathrm{diag}(S_c(A),S_c(B))$ and no coupling appears. The traces add: the joint defect is $w_A+w_B$, and the numerator of the joint shift is $w_Ac_A+w_Bc_B$. Hence

$$c=\frac{w_Ac_A+w_Bc_B}{w_A+w_B},\qquad c_A-c=\frac{w_B(c_A-c_B)}{w_A+w_B},\qquad c_B-c=-\frac{w_A(c_A-c_B)}{w_A+w_B}.$$

Put these into the trace formula for each block. Fragment $A$ gains

$$\frac{w_Aw_B(c_A-c_B)}{(w_A+w_B)\max(c,1-c)}$$

electrons and $B$ loses the same number. A negative value means that the flow goes from $A$ to $B$.

Q: That convinces me. What I doubt is that the Lean version says the same thing. What are the fragments there?

A: Two finite sets of orbitals, `m` and `n`. These letters are index types, not numbers of orbitals, and the two sets may differ in size.

```lean
import Mathlib

open Matrix

namespace FragmentPurification

noncomputable section

variable {m n : Type*} [Fintype m] [DecidableEq m] [Fintype n] [DecidableEq n]
```

The defect and the shift are the traces given above.

```lean
/-- The idempotency defect `w = Tr(P - P²)` of a density matrix. -/
def defect (P : Matrix n n ℝ) : ℝ := (P - P ^ 2).trace

/-- The canonical shift `c = Tr(P² - P³) / Tr(P - P²)`, meaningful when the defect
`Tr(P - P²)` is nonzero. -/
def shift (P : Matrix n n ℝ) : ℝ := (P ^ 2 - P ^ 3).trace / defect P
```

Q: The second one divides by the defect. What if that is zero?

A: Lean then returns zero, which has no physical meaning here. The theorems that use the shift therefore assume a nonzero or positive defect. For a symmetric matrix with occupations between 0 and 1, a positive defect means that at least one occupation is fractional, so the fragment is not yet purified.

Q: Is the step the textbook one?

A: It is the canonical step with its two usual cases, $c\ge 1/2$ and $c<1/2$, merged by the maximum. The prescribed shift is kept as a separate argument, because each fragment will be given a shift that is not its own.

```lean
/-- The purification step `P + (P - P²)(P - c I) / max(c, 1 - c)` at a prescribed shift `c`. -/
def stepAt (c : ℝ) (P : Matrix n n ℝ) : Matrix n n ℝ :=
  P + (1 / max c (1 - c)) • ((P - P ^ 2) * (P - c • (1 : Matrix n n ℝ)))

/-- The canonical purification step: the shift is computed from the matrix itself, whose
defect `Tr(P - P²)` must be nonzero. -/
def canonicalStep (P : Matrix n n ℝ) : Matrix n n ℝ := stepAt (shift P) P
```

Q: Density matrices are symmetric. I see no such condition.

A: The matrices are real and square, and nothing else is asked of their form. The symmetric case is included. Complex matrices and nonorthogonal bases, where the electron number involves the overlap matrix, lie beyond these statements.

Q: Then take me through the proof.

A: First, the denominator is positive. The proof splits on the sign of $c$: either $c>0$, or $1-c>0$.

```lean
/-- The denominator `max(c, 1 - c)` of the purification step is positive for every real `c`. -/
theorem max_shift_pos (c : ℝ) : 0 < max c (1 - c) := by
  rcases lt_or_ge 0 c with h | h
  · exact lt_max_of_lt_left h
  · exact lt_max_of_lt_right (by linarith)
```

Next comes the trace formula. `h1` is the expansion of the product, with `noncomm_ring` handling the matrix algebra. `h2` is $\mathrm{Tr}(P^2-P^3)=w\,c_P$, which uses the nonzero defect. Linearity of the trace then gives the result.

```lean
/-- A step at an arbitrary shift `c` changes the electron number of a matrix with nonzero
defect `w` and canonical shift `c_P` by `w (c_P - c) / max(c, 1 - c)`. -/
theorem trace_stepAt (P : Matrix n n ℝ) (hP : defect P ≠ 0) (c : ℝ) :
    (stepAt c P).trace = P.trace + defect P * (shift P - c) / max c (1 - c) := by
  have h1 : (P - P ^ 2) * (P - c • (1 : Matrix n n ℝ))
      = (P ^ 2 - P ^ 3) - c • (P - P ^ 2) := by
    have h : (P - P ^ 2) * P = P ^ 2 - P ^ 3 := by noncomm_ring
    rw [mul_sub, mul_smul_comm, mul_one, h]
  have h2 : (P ^ 2 - P ^ 3).trace = defect P * shift P := by
    rw [shift]
    field_simp
  have h3 : (P - P ^ 2).trace = defect P := rfl
  rw [stepAt, h1, trace_add, trace_smul, trace_sub (P ^ 2 - P ^ 3), trace_smul, h2, h3]
  simp only [smul_eq_mul]
  ring
```

Q: Where does the block structure enter?

A: In the next two lemmas. The first subtracts block matrices entry by entry. Its `B` and `C` are off-diagonal blocks; everywhere else `B` is the second fragment.

```lean
omit [Fintype m] [DecidableEq m] [Fintype n] [DecidableEq n] in
/-- Block matrices are subtracted block by block. -/
theorem fromBlocks_sub_blocks (A A' : Matrix m m ℝ) (B B' : Matrix m n ℝ)
    (C C' : Matrix n m ℝ) (D D' : Matrix n n ℝ) :
    fromBlocks A B C D - fromBlocks A' B' C' D'
      = fromBlocks (A - A') (B - B') (C - C') (D - D') := by
  ext (i | i) (j | j) <;> simp
```

The second lemma writes the identity as a block matrix and multiplies out. The off-diagonal blocks stay zero, so your search for a hidden coupling would find nothing.

```lean
/-- A step at a common shift acts on each of two uncoupled fragments separately and creates
no coupling between them. -/
theorem stepAt_fromBlocks (c : ℝ) (A : Matrix m m ℝ) (B : Matrix n n ℝ) :
    stepAt c (fromBlocks A 0 0 B) = fromBlocks (stepAt c A) 0 0 (stepAt c B) := by
  have h1 : (1 : Matrix (m ⊕ n) (m ⊕ n) ℝ) = fromBlocks 1 0 0 1 := fromBlocks_one.symm
  simp only [stepAt, sq, h1, fromBlocks_smul, fromBlocks_multiply, fromBlocks_sub_blocks,
    fromBlocks_add, smul_zero, Matrix.mul_zero, Matrix.zero_mul, add_zero, zero_add, sub_self]
```

Q: And the weighted mean?

A: `ht` says that the trace of a block-diagonal matrix is the sum of the fragment traces. `hw` and `hn` apply this to the denominator and the numerator of the joint shift. `a1` and `b1` state that defect times shift equals the numerator of each fragment's shift.

```lean
/-- The joint shift of two uncoupled fragments with positive defects is the mean of the
fragment shifts, weighted by the defects. -/
theorem shift_fromBlocks (A : Matrix m m ℝ) (B : Matrix n n ℝ)
    (hA : 0 < defect A) (hB : 0 < defect B) :
    shift (fromBlocks A 0 0 B)
      = (defect A * shift A + defect B * shift B) / (defect A + defect B) := by
  have ht : ∀ (X : Matrix m m ℝ) (Y : Matrix n n ℝ),
      (fromBlocks X 0 0 Y).trace = X.trace + Y.trace := by
    intro X Y
    simp [Matrix.trace, Fintype.sum_sum_type]
  -- both traces in the joint shift are sums over the fragments
  obtain ⟨hw, hn⟩ : defect (fromBlocks A 0 0 B) = defect A + defect B ∧
      ((fromBlocks A 0 0 B) ^ 2 - (fromBlocks A 0 0 B) ^ 3).trace
        = (A ^ 2 - A ^ 3).trace + (B ^ 2 - B ^ 3).trace := by
    constructor <;> simp only [defect, sq, pow_three, fromBlocks_multiply,
      fromBlocks_sub_blocks, Matrix.mul_zero, Matrix.zero_mul, add_zero, zero_add, sub_self, ht]
  have a1 : defect A * shift A = (A ^ 2 - A ^ 3).trace := by
    rw [shift]
    field_simp
  have b1 : defect B * shift B = (B ^ 2 - B ^ 3).trace := by
    rw [shift]
    field_simp
  rw [a1, b1, shift, hn, hw]
```

Q: In the main theorem `c` looks like a free variable. Could someone insert a convenient value?

A: No. The hypothesis `hc` fixes it to the weighted mean, and the name only keeps the formula short. The step itself is `canonicalStep` of the whole block matrix, which computes its own shift; `hs` proves that the two agree. The electron numbers afterwards are the traces of the diagonal blocks, `toBlocks₁₁` for $A$ and `toBlocks₂₂` for $B$. In the proof, `e1` and `e2` are the two differences $c_A-c$ and $c_B-c$ from the derivation, and the trace formula is applied once per fragment.

```lean
/-- **Spurious charge transfer.** For uncoupled fragments with positive defects `w_A`, `w_B`, one
joint canonical step moves `w_A w_B (c_A - c_B) / ((w_A + w_B) max(c, 1 - c))` electrons from
`B` to `A`, where `c` is the defect-weighted mean of `c_A` and `c_B`. -/
theorem electron_transfer (A : Matrix m m ℝ) (B : Matrix n n ℝ)
    (hA : 0 < defect A) (hB : 0 < defect B) (c : ℝ)
    (hc : c = (defect A * shift A + defect B * shift B) / (defect A + defect B)) :
    (canonicalStep (fromBlocks A 0 0 B)).toBlocks₁₁.trace
        = A.trace + defect A * defect B * (shift A - shift B)
            / ((defect A + defect B) * max c (1 - c)) ∧
    (canonicalStep (fromBlocks A 0 0 B)).toBlocks₂₂.trace
        = B.trace - defect A * defect B * (shift A - shift B)
            / ((defect A + defect B) * max c (1 - c)) := by
  have hw : defect A + defect B ≠ 0 := (add_pos hA hB).ne'
  have hs : shift (fromBlocks A 0 0 B) = c := by
    rw [shift_fromBlocks A B hA hB, hc]
  -- distance of each fragment shift from the joint shift
  have e1 : shift A - c = defect B * (shift A - shift B) / (defect A + defect B) := by
    rw [hc, eq_div_iff hw, sub_mul, div_mul_cancel₀ _ hw]
    ring
  have e2 : shift B - c = defect A * (shift B - shift A) / (defect A + defect B) := by
    rw [hc, eq_div_iff hw, sub_mul, div_mul_cancel₀ _ hw]
    ring
  rw [canonicalStep, hs, stepAt_fromBlocks, toBlocks_fromBlocks₁₁, toBlocks_fromBlocks₂₂]
  constructor
  · rw [trace_stepAt A hA.ne', e1, ← mul_div_assoc, div_div]
    ring
  · rw [trace_stepAt B hB.ne', e2, ← mul_div_assoc, div_div]
    ring
```

Q: The comment calls the transfer spurious. Does it make my converged density matrix wrong?

A: That doesn't follow. "Spurious" is meant relative to purifying the fragments separately, where each canonical step keeps each electron number. A joint calculation fixes only the total, and the lowest-energy filling of the combined system may well require a redistribution. The theorem compares populations before and after one step and makes no statement about the limit of the iteration. For linear-scaling electronic structure, it tells you how far fragment populations shift in one canonical step when the density matrix has no block coupling at all.

Q: My molecules are far apart, but their coupling is not exactly zero.

A: That is the step from the model to your system which the hypotheses leave to you: treating a large separation as exactly zero off-diagonal blocks.

Q: When does the joint step agree with two separate ones?

A: Exactly when $c_A=c_B$, given positive defects. If the shifts differ, the joint step changes the electron number of $A$ by a nonzero amount while the separate step leaves it alone, so the matrices can't be equal. If the shifts agree, their weighted mean is the same number, and both procedures apply the same step to each block. The name `size_consistent_iff` is narrower than the usual term: it concerns one purification step, not the additivity of energies.

```lean
/-- For uncoupled fragments with positive defects, the joint canonical step coincides with
separate canonical steps on the fragments exactly when the fragment shifts are equal. -/
theorem size_consistent_iff (A : Matrix m m ℝ) (B : Matrix n n ℝ)
    (hA : 0 < defect A) (hB : 0 < defect B) :
    canonicalStep (fromBlocks A 0 0 B) = fromBlocks (canonicalStep A) 0 0 (canonicalStep B)
      ↔ shift A = shift B := by
  have hw : defect A + defect B ≠ 0 := (add_pos hA hB).ne'
  constructor
  · intro h
    by_contra hne
    -- unequal shifts move charge, while a separate step on `A` moves none
    have ht := (electron_transfer A B hA hB _ rfl).1
    rw [h, toBlocks_fromBlocks₁₁, canonicalStep, trace_stepAt A hA.ne', sub_self, mul_zero,
      zero_div] at ht
    exact div_ne_zero (mul_ne_zero (mul_ne_zero hA.ne' hB.ne') (sub_ne_zero.2 hne))
      (mul_ne_zero hw (max_shift_pos _).ne') (add_left_cancel ht).symm
  · intro h
    have hs : shift (fromBlocks A 0 0 B) = shift B := by
      rw [shift_fromBlocks A B hA hB, h, div_eq_iff hw]
      ring
    simp only [canonicalStep, hs, stepAt_fromBlocks, h]
```

Q: Show me the smallest case.

A: Give each fragment one orbital, with occupations $a$ and $b$ strictly between 0 and 1. Then $w_A=a(1-a)$ and $c_A=a^2(1-a)/w_A=a$, and likewise $c_B=b$. The shift of a single orbital is its occupation, so the fuller orbital gains and the emptier one loses. For $a=3/4$ and $b=1/4$, both defects are $3/16$ and the joint shift is $1/2$. The transfer is

$$\frac{(3/16)^2\,(1/2)}{(3/8)(1/2)}=\frac{3}{32},$$

which leaves $27/32$ and $5/32$ electrons. The total is still 1.

Q: And my own numbers, 0.92 and 1.08?

A: Those are fragments with equal occupations. `trio` has three orbitals at $1/3$ each, and `pair` has two at $1/2$ each. Both matrices are diagonal. One electron in a single orbital delocalised evenly over three basis functions would also put $1/3$ on the diagonal, but its matrix has off-diagonal elements, is idempotent and has zero defect.

```lean
/-- A fragment of three orbitals, each with occupation `1/3`. -/
def trio : Matrix (Fin 3) (Fin 3) ℝ := (1 / 3 : ℝ) • 1

/-- A fragment of two orbitals, each with occupation `1/2`. -/
def pair : Matrix (Fin 2) (Fin 2) ℝ := (1 / 2 : ℝ) • 1
```

Both hold one electron. The defects are $w_A=3\left(\tfrac13-\tfrac19\right)=\tfrac23$ and $w_B=2\left(\tfrac12-\tfrac14\right)=\tfrac12$, and the shifts are again the occupations, $\tfrac13$ and $\tfrac12$. The joint shift is

$$c=\frac{2/9+1/4}{7/6}=\frac{17}{42},\qquad \max(c,1-c)=\frac{25}{42}.$$

Fragment $A$, the trio, therefore changes by

$$\frac{\tfrac23\cdot\tfrac12\cdot\left(-\tfrac16\right)}{\tfrac76\cdot\tfrac{25}{42}}=-\frac{2}{25}.$$

It ends with $23/25=0.92$ electrons, and the pair with $27/25=1.08$. The Lean proof evaluates the same traces, defects and shifts, settles the maximum in `hM`, and inserts them into `electron_transfer`.

```lean
/-- The three-orbital and two-orbital fragments hold one electron each; after one joint
canonical step they hold `23/25` and `27/25` electrons. -/
theorem fractional_charge_example :
    trio.trace = 1 ∧ pair.trace = 1 ∧
    (canonicalStep (fromBlocks trio 0 0 pair)).toBlocks₁₁.trace = 23 / 25 ∧
    (canonicalStep (fromBlocks trio 0 0 pair)).toBlocks₂₂.trace = 27 / 25 := by
  obtain ⟨tA, tB, dA, dB⟩ : trio.trace = 1 ∧ pair.trace = 1 ∧
      defect trio = 2 / 3 ∧ defect pair = 1 / 2 := by
    simp only [defect, trio, pair, smul_pow, one_pow, trace_sub, trace_smul, trace_one,
      Fintype.card_fin, smul_eq_mul]
    norm_num
  obtain ⟨sA, sB⟩ : shift trio = 1 / 3 ∧ shift pair = 1 / 2 := by
    rw [shift, shift, dA, dB]
    simp only [trio, pair, smul_pow, one_pow, trace_sub, trace_smul, trace_one,
      Fintype.card_fin, smul_eq_mul]
    norm_num
  have hM : max (17 / 42 : ℝ) (1 - 17 / 42) = 25 / 42 := by
    rw [max_eq_right (by norm_num)]
    norm_num
  -- the joint shift is 17/42
  have h := electron_transfer trio pair (by rw [dA]; norm_num) (by rw [dB]; norm_num)
    (17 / 42) (by rw [dA, dB, sA, sB]; norm_num)
  rw [hM, dA, dB, sA, sB, tA, tB] at h
  refine ⟨tA, tB, ?_, ?_⟩
  · rw [h.1]
    norm_num
  · rw [h.2]
    norm_num

end

end FragmentPurification
```

```lean
#print axioms FragmentPurification.electron_transfer
#print axioms FragmentPurification.size_consistent_iff
#print axioms FragmentPurification.fractional_charge_example
```

```
'FragmentPurification.electron_transfer' depends on axioms: [propext, Classical.choice, Quot.sound]
'FragmentPurification.size_consistent_iff' depends on axioms: [propext, Classical.choice, Quot.sound]
'FragmentPurification.fractional_charge_example' depends on axioms: [propext, Classical.choice, Quot.sound]
```

Q: So I can stop looking for the coupling.

A: For this example, yes: the numbers you saw are those of a correct joint step. If you want each fragment to keep its electron number at every step, compute a separate shift for each block. That alone would not purify this example: each block is a multiple of the identity, so a step at its own shift leaves it unchanged.
